# Phased annihilators of a fermionic j shell form a rank-j spherical tensor

To couple a creator and an annihilator of a \(j\) shell to good total angular momentum with Clebsch–Gordan coefficients, one first replaces the annihilators \(a_m\) by the hole operators

\[
b_m=(-1)^{j+m}a_{-m},\qquad m=-j,\dots,j .
\]

For \(j>0\) the replacement is needed because \(a_m\) carries projection \(-m\) and has the wrong sign in its ladder relations; for \(j=0\) it changes nothing, since \(b_0=a_0\). For \(j=1/2\) it supplies the relative sign in spin-coupled excitation operators of electronic structure, here within a single spatial orbital.

The shell has \(j=N/2\), with \(N\) a natural number, so \(j\) may be an integer or a half-integer. The operators live in a complex algebra `A` whose `star` plays the part of the adjoint.

```lean
import Mathlib

open Matrix

namespace ParticleHoleTensor

noncomputable section

variable {A : Type*} [Ring A] [StarRing A] [Algebra ℂ A] {N : ℕ}
```

The modes are fermionic: with \(\{x,y\}=xy+yx\),

\[
\{a_p,a_q\}=0,\qquad \{a_p,a_q^*\}=\delta_{pq}.
\]

```lean
/-- Canonical anticommutation relations for annihilators `a p` with creators `star (a p)`. -/
structure IsCAR {ι B : Type*} [DecidableEq ι] [Ring B] [StarRing B] (a : ι → B) : Prop where
  anti : ∀ p q, a p * a q + a q * a p = 0
  mixed : ∀ p q, a p * star (a q) + star (a q) * a p = if p = q then 1 else 0
```

States are numbered from the bottom by \(k=j+m=0,\dots,N\), which is the type `Fin (N + 1)`. From here on, subscripts in the text are values of \(k\); where the comments in the code write \(a_m\) or \(b_m\), \(m\) is still the projection. The projection is \(m_k=k-N/2\).

```lean
/-- The projection `m = k - j` of the `k`-th state in a shell with `j = N / 2`. -/
def proj (k : Fin (N + 1)) : ℂ := ((k : ℕ) : ℂ) - (N : ℂ) / 2
```

Since \(j-m=N-k\) and \(j+m+1=k+1\), the step from \(k\) to \(k+1\) has coefficient \(c_k=\sqrt{(N-k)(k+1)}\), for \(k=0,\dots,N-1\).

```lean
/-- The ladder coefficient `√((j - m)(j + m + 1))` between the states `k = j + m` and `k + 1`. -/
def ladder (k : Fin N) : ℂ :=
  (Real.sqrt (((N : ℝ) - ((k : ℕ) : ℝ)) * (((k : ℕ) : ℝ) + 1)) : ℝ)
```

The angular momentum is the second-quantised one-body operator, in units of \(\hbar\), beginning with \(J_z=\sum_k m_k\,a_k^*a_k\).

```lean
/-- `Jz = ∑ m a_m* a_m`. -/
def Jz (a : Fin (N + 1) → A) : A := ∑ k, proj k • (star (a k) * a k)
```

The raising operator is \(J_+=\sum_k c_k\,a_{k+1}^*a_k\). In Lean, `k.castSucc` is state \(k\) and `k.succ` is state \(k+1\).

```lean
/-- `J+ = ∑ √((j - m)(j + m + 1)) a_(m+1)* a_m`. -/
def Jp (a : Fin (N + 1) → A) : A :=
  ∑ k : Fin N, ladder k • (star (a k.succ) * a k.castSucc)
```

The lowering operator is \(J_-=\sum_k c_k\,a_k^*a_{k+1}\).

```lean
/-- `J- = ∑ √((j - m)(j + m + 1)) a_m* a_(m+1)`. -/
def Jm (a : Fin (N + 1) → A) : A :=
  ∑ k : Fin N, ladder k • (star (a k.castSucc) * a k.succ)
```

Changing \(m\) to \(-m\) sends \(k\) to \(N-k\), written `k.rev`, so the hole operator is \(b_k=(-1)^k a_{N-k}\). The exponent is an integer even when \(j\) is not.

```lean
/-- The hole operator `b_m = (-1)^(j+m) a_(-m)`. -/
def hole (a : Fin (N + 1) → A) (k : Fin (N + 1)) : A := (-1 : ℂ) ^ (k : ℕ) • a k.rev
```

A family \(T_k\) is a rank-\(j\) tensor if, with \([x,y]=xy-yx\),

\[
[J_z,T_k]=m_kT_k,\quad [J_+,T_k]=c_kT_{k+1},\quad [J_-,T_{k+1}]=c_kT_k,
\]

and \([J_+,T_N]=[J_-,T_0]=0\). This is the definition by commutators; finite rotations do not enter.

```lean
/-- The family `T` is a spherical tensor of rank `j = N / 2` for the angular momentum
built from the modes `a`. -/
structure IsTensor (a T : Fin (N + 1) → A) : Prop where
  z : ∀ k, ⁅Jz a, T k⁆ = proj k • T k
  raise : ∀ k : Fin N, ⁅Jp a, T k.castSucc⁆ = ladder k • T k.succ
  raise_top : ⁅Jp a, T (Fin.last N)⁆ = 0
  lower : ∀ k : Fin N, ⁅Jm a, T k.succ⁆ = ladder k • T k.castSucc
  lower_bottom : ⁅Jm a, T 0⁆ = 0
```

Scalars come out of a commutator: \([x,cy]=c[x,y]\).

```lean
omit [StarRing A] in
/-- A complex factor can be taken out of the second entry of a commutator. -/
theorem bracket_smul (x y : A) (c : ℂ) : ⁅x, c • y⁆ = c • ⁅x, y⁆ := by
  simp only [Ring.lie_def, mul_smul_comm, smul_mul_assoc, smul_sub]
```

For one hopping term, the anticommutation relations give

\[
[a_p^*a_q,a_r]=a_p^*\{a_q,a_r\}-\{a_r,a_p^*\}a_q=-\delta_{rp}\,a_q .
\]

The lemma sums this over terms with weights `w`, where `f` and `g` name the created and annihilated modes. Its `calc` block is the displayed line, with `noncomm_ring` checking the rearrangement.

```lean
/-- For CAR modes, the commutator of a one-body operator `∑ w a_f* a_g` with an annihilator
`a_r` is minus the sum of the `w a_g` with `f = r`. -/
theorem one_body_annihilator {ι κ : Type*} [DecidableEq ι] [Fintype κ] {a : ι → A}
    (h : IsCAR a) (w : κ → ℂ) (f g : κ → ι) (r : ι) :
    ⁅∑ i, w i • (star (a (f i)) * a (g i)), a r⁆
      = -∑ i, if r = f i then w i • a (g i) else 0 := by
  -- a single hopping term
  have hop : ∀ p q, star (a p) * a q * a r - a r * (star (a p) * a q)
      = -(if r = p then a q else 0) := by
    intro p q
    calc _ = star (a p) * (a q * a r + a r * a q)
          - (a r * star (a p) + star (a p) * a r) * a q := by noncomm_ring
      _ = _ := by rw [h.anti, h.mixed]; split_ifs <;> simp
  rw [Ring.lie_def, Finset.sum_mul, Finset.mul_sum, ← Finset.sum_sub_distrib,
    ← Finset.sum_neg_distrib]
  refine Finset.sum_congr rfl fun i _ => ?_
  rw [smul_mul_assoc, mul_smul_comm, ← smul_sub, hop]
  split_ifs <;> simp
```

For a creator, similarly,

\[
[a_p^*a_q,a_r^*]=a_p^*\{a_q,a_r^*\}-\{a_p^*,a_r^*\}a_q=\delta_{rq}\,a_p^* .
\]

Here \(\{a_p^*,a_r^*\}=0\) is the adjoint of the relation for annihilators.

```lean
/-- For CAR modes, the commutator of a one-body operator `∑ w a_f* a_g` with a creator
`a_r*` is the sum of the `w a_f*` with `g = r`. -/
theorem one_body_creator {ι κ : Type*} [DecidableEq ι] [Fintype κ] {a : ι → A}
    (h : IsCAR a) (w : κ → ℂ) (f g : κ → ι) (r : ι) :
    ⁅∑ i, w i • (star (a (f i)) * a (g i)), star (a r)⁆
      = ∑ i, if r = g i then w i • star (a (f i)) else 0 := by
  have hop : ∀ p q, star (a p) * a q * star (a r) - star (a r) * (star (a p) * a q)
      = if r = q then star (a p) else 0 := by
    intro p q
    -- creators anticommute, by taking adjoints
    have hc : star (a p) * star (a r) + star (a r) * star (a p) = 0 := by
      have := congrArg star (h.anti r p)
      simpa only [star_add, star_mul, star_zero] using this
    calc _ = star (a p) * (a q * star (a r) + star (a r) * a q)
          - (star (a p) * star (a r) + star (a r) * star (a p)) * a q := by noncomm_ring
      _ = _ := by rw [hc, h.mixed]; simp [eq_comm]
  rw [Ring.lie_def, Finset.sum_mul, Finset.mul_sum, ← Finset.sum_sub_distrib]
  refine Finset.sum_congr rfl fun i _ => ?_
  rw [smul_mul_assoc, mul_smul_comm, ← smul_sub, hop]
  split_ifs <;> simp
```

Reversal changes the sign of the projection: \(m_{N-k}=(N-k)-N/2=-m_k\).

```lean
/-- Reversing the order of the states changes the sign of the projection `m`. -/
theorem proj_rev (k : Fin (N + 1)) : proj k.rev = -proj k := by
  have e : (k.rev : ℕ) + (k : ℕ) = N := by
    have := k.isLt
    rw [Fin.val_rev]; omega
  have e' : ((k.rev : ℕ) : ℂ) + ((k : ℕ) : ℂ) = (N : ℂ) := by exact_mod_cast e
  unfold proj
  linear_combination e'
```

It maps step \(k\) to step \(N-1-k\), whose coefficient is the same: \(c_{N-1-k}=\sqrt{(k+1)(N-k)}=c_k\).

```lean
/-- The ladder coefficients are symmetric under reversal of the order of the steps. -/
theorem ladder_rev (k : Fin N) : ladder k.rev = ladder k := by
  have e : (k.rev : ℕ) + (k : ℕ) + 1 = N := by
    have := k.isLt
    rw [Fin.val_rev]; omega
  have e' : ((k.rev : ℕ) : ℝ) + ((k : ℕ) : ℝ) + 1 = (N : ℝ) := by exact_mod_cast e
  have r : ((k.rev : ℕ) : ℝ) = (N : ℝ) - ((k : ℕ) : ℝ) - 1 := by linarith
  unfold ladder
  rw [r]
  congr 2
  ring
```

Inserting the weights of \(J_z\), \(J_+\) and \(J_-\) in the annihilator formula leaves at most one term of each sum:

\[
[J_z,a_k]=-m_ka_k,\quad [J_+,a_{k+1}]=-c_ka_k,\quad [J_-,a_k]=-c_ka_{k+1}.
\]

At the ends no term matches, so \([J_+,a_0]=[J_-,a_N]=0\).

```lean
/-- For CAR modes `[Jz, a_m] = -m a_m`, while `J+` lowers and `J-` raises the index of an
annihilator, with a minus sign, and each gives zero at the end of the shell. -/
theorem annihilator_relations {a : Fin (N + 1) → A} (h : IsCAR a) :
    (∀ k, ⁅Jz a, a k⁆ = -(proj k • a k)) ∧
    (∀ k : Fin N, ⁅Jp a, a k.succ⁆ = -(ladder k • a k.castSucc)) ∧
    ⁅Jp a, a 0⁆ = 0 ∧
    (∀ k : Fin N, ⁅Jm a, a k.castSucc⁆ = -(ladder k • a k.succ)) ∧
    ⁅Jm a, a (Fin.last N)⁆ = 0 := by
  have e0 : ∀ i : Fin N, (0 : Fin (N + 1)) ≠ i.succ := fun i => (Fin.succ_ne_zero i).symm
  have e1 : ∀ i : Fin N, Fin.last N ≠ i.castSucc := fun i => (Fin.castSucc_lt_last i).ne'
  exact ⟨fun k => (one_body_annihilator h proj id id k).trans (by simp),
    fun k => (one_body_annihilator h ladder Fin.succ Fin.castSucc k.succ).trans (by simp),
    (one_body_annihilator h ladder Fin.succ Fin.castSucc 0).trans (by simp [e0]),
    fun k => (one_body_annihilator h ladder Fin.castSucc Fin.succ k.castSucc).trans (by simp),
    (one_body_annihilator h ladder Fin.castSucc Fin.succ (Fin.last N)).trans (by simp [e1])⟩
```

The same substitution in the creator formula gives \([J_z,a_k^*]=m_ka_k^*\), \([J_+,a_k^*]=c_ka_{k+1}^*\) and \([J_-,a_{k+1}^*]=c_ka_k^*\), again with zero at the ends.

```lean
/-- The creators `a_m*` of CAR modes form a spherical tensor of rank `j`. -/
theorem creator_isTensor {a : Fin (N + 1) → A} (h : IsCAR a) :
    IsTensor a (fun k => star (a k)) := by
  have e0 : ∀ i : Fin N, (0 : Fin (N + 1)) ≠ i.succ := fun i => (Fin.succ_ne_zero i).symm
  have e1 : ∀ i : Fin N, Fin.last N ≠ i.castSucc := fun i => (Fin.castSucc_lt_last i).ne'
  exact ⟨fun k => (one_body_creator h proj id id k).trans (by simp),
    fun k => (one_body_creator h ladder Fin.succ Fin.castSucc k.castSucc).trans (by simp),
    (one_body_creator h ladder Fin.succ Fin.castSucc (Fin.last N)).trans (by simp [e1]),
    fun k => (one_body_creator h ladder Fin.castSucc Fin.succ k.succ).trans (by simp),
    (one_body_creator h ladder Fin.castSucc Fin.succ 0).trans (by simp [e0])⟩
```

For the holes, the two sign changes in \(J_z\) cancel, and the alternating phase absorbs the sign in the ladder relation:

\[
[J_+,b_k]=-(-1)^k c_{N-1-k}\,a_{N-k-1}=c_k\,b_{k+1}.
\]

The relation for \(J_-\) works in the same way. The proof rewrites with the reversal lemmas, and `module` compares the remaining scalar factors.

```lean
/-- The hole operators `b_m = (-1)^(j+m) a_(-m)` of CAR modes form a spherical tensor of
rank `j`. -/
theorem hole_isTensor {a : Fin (N + 1) → A} (h : IsCAR a) : IsTensor a (hole a) := by
  obtain ⟨hz, hp, hp0, hm, hm0⟩ := annihilator_relations h
  have v0 : ∀ k : Fin N, (k.castSucc : ℕ) = (k : ℕ) := fun _ => rfl
  have v1 : ∀ k : Fin N, (k.succ : ℕ) = (k : ℕ) + 1 := fun _ => rfl
  refine ⟨fun k => ?_, fun k => ?_, ?_, fun k => ?_, ?_⟩
  · simp only [hole, bracket_smul, hz, proj_rev]
    module
  -- the alternating phase absorbs the minus sign of the ladder relations
  · simp only [hole, bracket_smul, Fin.rev_castSucc, Fin.rev_succ, hp, ladder_rev, v0, v1,
      pow_succ]
    module
  · simp only [hole, bracket_smul, Fin.rev_last, hp0, smul_zero]
  · simp only [hole, bracket_smul, Fin.rev_castSucc, Fin.rev_succ, hm, ladder_rev, v0, v1,
      pow_succ]
    module
  · simp only [hole, bracket_smul, Fin.rev_zero, hm0, smul_zero]
```

The phase is fixed up to an overall factor. If \(\varphi_k a_{N-k}\) is a tensor, its raising relation reads

\[
c_k(\varphi_{k+1}+\varphi_k)\,a_{N-k-1}=0 .
\]

Here \(c_k>0\), and no annihilator vanishes, because \(\{a_p,a_p^*\}=1\neq0\) in a nonzero algebra. Hence \(\varphi_{k+1}=-\varphi_k\), and induction gives \(\varphi_k=(-1)^k\varphi_0\). Conversely, such a family is \(\varphi_0 b_k\), a multiple of a tensor. The value \(\varphi_0=0\) is allowed and gives the zero family.

```lean
/-- For CAR modes in a nonzero algebra, the operators `φ_m a_(-m)` form a spherical tensor of
rank `j` exactly when `φ_m = (-1)^(j+m) φ_(-j)`. -/
theorem hole_phase_iff [Nontrivial A] {a : Fin (N + 1) → A} (h : IsCAR a)
    (φ : Fin (N + 1) → ℂ) :
    IsTensor a (fun k => φ k • a k.rev) ↔ ∀ k, φ k = (-1) ^ (k : ℕ) * φ 0 := by
  constructor
  · intro hT k
    induction k using Fin.induction with
    | zero => simp
    | succ k ih =>
      have e := hT.raise k
      simp only [bracket_smul, Fin.rev_castSucc, Fin.rev_succ,
        (annihilator_relations h).2.1, ladder_rev] at e
      have e2 : (ladder k * (φ k.succ + φ k.castSucc)) • a k.rev.castSucc = 0 := by
        linear_combination (norm := module) (-1 : ℂ) • e
      -- neither the annihilator nor the ladder coefficient vanishes
      have ha : a k.rev.castSucc ≠ 0 := by
        intro h0
        have := h.mixed k.rev.castSucc k.rev.castSucc
        simp [h0] at this
      have hl : ladder k ≠ 0 := by
        have hk : ((k : ℕ) : ℝ) < (N : ℝ) := by exact_mod_cast k.isLt
        exact Complex.ofReal_ne_zero.mpr
          (Real.sqrt_pos.mpr (mul_pos (sub_pos.mpr hk) (by positivity))).ne'
      have e3 := (mul_eq_zero.mp ((smul_eq_zero.mp e2).resolve_right ha)).resolve_left hl
      have ih' : φ k.castSucc = (-1) ^ (k : ℕ) * φ 0 := ih
      rw [Fin.val_succ, pow_succ]
      linear_combination e3 - ih'
  · intro hφ
    have hh := hole_isTensor h
    have e : (fun k => φ k • a k.rev) = fun k => φ 0 • hole a k := by
      funext k
      rw [hφ k, hole, smul_smul, mul_comm]
    rw [e]
    refine ⟨fun k => ?_, fun k => ?_, ?_, fun k => ?_, ?_⟩ <;>
      simp only [bracket_smul, hh.z, hh.raise, hh.raise_top, hh.lower, hh.lower_bottom] <;>
      module
```

An explicit case is \(j=1/2\), with \(k=0\) for spin down and \(k=1\) for spin up. In the ordered basis \(|0\rangle,\ a_1^*|0\rangle,\ a_0^*|0\rangle,\ a_0^*a_1^*|0\rangle\), where \(|0\rangle\) is the vacuum, the annihilators have entries \(0\) and \(\pm1\).

```lean
/-- The integer entries of two annihilators on a four-dimensional Fock space. -/
def modeEntries : Fin 2 → Matrix (Fin 4) (Fin 4) ℤ :=
  ![!![0, 0, 1, 0; 0, 0, 0, 1; 0, 0, 0, 0; 0, 0, 0, 0],
    !![0, 1, 0, 0; 0, 0, 0, 0; 0, 0, 0, -1; 0, 0, 0, 0]]
```

Read as complex matrices, they have the conjugate transpose as `star`.

```lean
/-- The annihilators of the shell `j = 1/2` as complex matrices with entries `modeEntries`. -/
def spinHalfModes (p : Fin 2) : Matrix (Fin 4) (Fin 4) ℂ :=
  (modeEntries p).map (fun x : ℤ => (x : ℂ))
```

The anticommutation relations are then finitely many integer identities, which `decide +kernel` evaluates before they are carried over to \(\mathbb{C}\).

```lean
/-- The two explicit matrices `spinHalfModes` satisfy the canonical anticommutation relations. -/
theorem spinHalfModes_witness : IsCAR spinHalfModes := by
  -- both relations are finite identities between integers
  have h1 : ∀ (p q : Fin 2) (i j : Fin 4), ∑ k, modeEntries p i k * modeEntries q k j
      + ∑ k, modeEntries q i k * modeEntries p k j = 0 := by decide +kernel
  have h2 : ∀ (p q : Fin 2) (i j : Fin 4), ∑ k, modeEntries p i k * modeEntries q j k
      + ∑ k, modeEntries q k i * modeEntries p k j = if p = q ∧ i = j then 1 else 0 := by
    decide +kernel
  constructor <;> intro p q <;> ext i j
  · have e := congrArg (Int.cast : ℤ → ℂ) (h1 p q i j)
    simpa [spinHalfModes, Matrix.mul_apply] using e
  · have r : (if p = q then (1 : Matrix (Fin 4) (Fin 4) ℂ) else 0) i j
        = ((if p = q ∧ i = j then (1 : ℤ) else 0 : ℤ) : ℂ) := by
      by_cases hp : p = q <;> by_cases hi : i = j <;> simp [hp, hi, Matrix.one_apply]
    rw [r, ← h2 p q i j]
    simp [spinHalfModes, Matrix.mul_apply, Matrix.star_apply]

end

end ParticleHoleTensor
```

```lean
#print axioms ParticleHoleTensor.creator_isTensor
#print axioms ParticleHoleTensor.hole_phase_iff
```

```
'ParticleHoleTensor.creator_isTensor' depends on axioms: [propext, Classical.choice, Quot.sound]
'ParticleHoleTensor.hole_phase_iff' depends on axioms: [propext, Classical.choice, Quot.sound]
```
